# A Bound on the Geometric Mean of Residual-to-Step Ratios in Broyden's First Method for Linear Problems

## Residual, steps and Jacobian error

Let the vector x ∈ ℝⁿ hold the quantities iterated in a self-consistent field (SCF) calculation, for instance density coefficients, and let f(x) be the residual, output minus input. Self-consistency means f(x) = 0. If f is differentiable at a solution, it is nearly linear close by, and here it is taken to be exactly linear:

f(x) = Ax − b,

with a constant Jacobian A. Broyden's first method keeps a model B_k of A. A full step s_k, without damping, solves

B_k s_k = −f(x_k),  x_{k+1} = x_k + s_k.

With y_k = f(x_{k+1}) − f(x_k), the model is then updated to

B_{k+1} = B_k + (y_k − B_k s_k) s_kᵀ / (s_kᵀ s_k).

Write ‖·‖ for the Euclidean norm, ‖·‖_F for the Frobenius norm, E_k = B_k − A for the Jacobian error, and

r_k = ‖f(x_{k+1})‖ / ‖s_k‖.

This ratio compares the new residual with the step, not with the old residual. For m ≥ 1 nonzero steps, the claim is

∏_{k<m} r_k ≤ (‖E_0‖_F / √m)^m.

The geometric mean of the ratios is thus at most ‖E_0‖_F/√m, a bound that tightens with the number of steps taken.

## The error budget and the product bound

Since f is linear, the new residual is

f(x_{k+1}) = f(x_k) + A s_k = −B_k s_k + A s_k = −E_k s_k,

so r_k = ‖E_k s_k‖/‖s_k‖. Linearity also gives y_k = A s_k, and the update becomes

E_{k+1} = E_k − (E_k s_k) s_kᵀ / (s_kᵀ s_k).

Each row of the error loses its component along s_k. For a row e, put w = e·s_k and q = s_k·s_k. Then

‖e − (w/q) s_k‖² = ‖e‖² − 2w²/q + w²/q = ‖e‖² − w²/q.

Summing over the rows gives ‖E_{k+1}‖_F² = ‖E_k‖_F² − r_k², and summing over the steps gives

∑_{k<m} r_k² + ‖E_m‖_F² = ‖E_0‖_F².

A residual that is large compared with the step just taken is therefore paid for by a reduced Frobenius error of the Jacobian model.

Now let c = ‖E_0‖_F/√m. If c = 0, every r_k vanishes and the claim holds. Otherwise put t_k = r_k/c, so that ∑ t_k² ≤ m. From (t − 1)² ≥ 0 and 1 + u ≤ exp u with u = (t² − 1)/2,

t ≤ (1 + t²)/2 ≤ exp((t² − 1)/2).

Multiplying over k gives ∏ t_k ≤ exp((∑ t_k² − m)/2) ≤ 1, which is the claim.

To bound the residual itself, suppose that ‖s_k‖ ≤ β‖f(x_k)‖ for all k < m. Then ‖f(x_{k+1})‖ = r_k‖s_k‖ ≤ β r_k‖f(x_k)‖, and chaining these inequalities yields

‖f(x_m)‖ ≤ (β‖E_0‖_F/√m)^m ‖f(x_0)‖.

The constant β limits the length of a step relative to the residual it starts from. If the B_k are invertible, any common bound on the operator norms of their inverses will serve. For SCF mixing, the estimate guarantees a net reduction over m full steps of the linearised problem when β‖E_0‖_F < √m. Carrying it over to the nonlinear SCF map would require control of the linearisation error, which the hypotheses do not supply.

## Norms and runs in Lean

In the code `n` is a finite index type, not the dimension itself, and vectors are functions `n → ℝ`.

```lean
import Mathlib

open Matrix Finset

namespace BroydenAverageSpeed

noncomputable section

variable {n : Type*} [Fintype n]
```

Both norms are written out: Mathlib's default norm on such functions is the maximum norm, and it sets no default norm on matrices.

```lean
/-- The Euclidean norm of a real vector. -/
def len (v : n → ℝ) : ℝ := √(v ⬝ᵥ v)

/-- The Frobenius norm of a real square matrix. -/
def frob (M : Matrix n n ℝ) : ℝ := √(∑ i, ∑ j, M i j ^ 2)

/-- The residual `f(x) = A x - b` of a linear problem. -/
def residual (A : Matrix n n ℝ) (b x : n → ℝ) : n → ℝ := A *ᵥ x - b
```

In the update, `vecMulVec` is the outer product, and `y` is the observed change of the residual.

```lean
/-- Broyden's first update of the Jacobian model `B`, for a nonzero step `s` along which
the residual changed by `y`. -/
def broydenUpdate (B : Matrix n n ℝ) (s y : n → ℝ) : Matrix n n ℝ :=
  B + (s ⬝ᵥ s)⁻¹ • vecMulVec (y - B *ᵥ s) s
```

A run is described by four conditions for each k < m: a nonzero step, the step equation, the move and the update. The step equation contains no inverse, so `B k` may be singular as long as `s k` solves it. Neither `A` nor `B k` is assumed invertible.

```lean
/-- The sequences `x`, `s`, `B` perform `m` nonzero full steps of Broyden's first method
on the residual `A x - b`. -/
structure IsBroydenRun (A : Matrix n n ℝ) (b : n → ℝ) (m : ℕ)
    (x s : ℕ → n → ℝ) (B : ℕ → Matrix n n ℝ) : Prop where
  step_ne : ∀ k < m, s k ≠ 0
  full_step : ∀ k < m, B k *ᵥ s k = -residual A b (x k)
  move : ∀ k < m, x (k + 1) = x k + s k
  update : ∀ k < m, B (k + 1) =
    broydenUpdate (B k) (s k) (residual A b (x (k + 1)) - residual A b (x k))
```

## One step and its cost

Two facts about lengths come first: they allow division by s·s and turn squared norms into dot products.

```lean
/-- A nonzero vector has positive squared length. -/
lemma dot_pos {v : n → ℝ} (hv : v ≠ 0) : 0 < v ⬝ᵥ v := by
  obtain ⟨i, hi⟩ := Function.ne_iff.mp hv
  exact Finset.sum_pos' (fun j _ => mul_self_nonneg (v j))
    ⟨i, Finset.mem_univ i, mul_self_pos.mpr hi⟩

/-- The squared Euclidean norm is the dot product of the vector with itself. -/
lemma len_sq (v : n → ℝ) : len v ^ 2 = v ⬝ᵥ v :=
  Real.sq_sqrt (Finset.sum_nonneg fun i _ => mul_self_nonneg (v i))
```

The next theorem is the identity f(x_{k+1}) = −E_k s_k.

```lean
/-- After a full step, the new residual is the Jacobian error applied to the step, with
a minus sign. -/
theorem residual_next {A : Matrix n n ℝ} {b : n → ℝ} {m : ℕ} {x s : ℕ → n → ℝ}
    {B : ℕ → Matrix n n ℝ} (h : IsBroydenRun A b m x s B) {k : ℕ} (hk : k < m) :
    residual A b (x (k + 1)) = -((B k - A) *ᵥ s k) := by
  rw [h.move k hk, Matrix.sub_mulVec, h.full_step k hk]
  simp only [residual, Matrix.mulVec_add]
  abel
```

In `frob_update`, the equation `r * len s = len ((B - A) *ᵥ s)` fixes `r` as the stretching ratio, because `s` is nonzero. Inside the proof, `entry` is the formula for the updated error, `row` expands the square, and `alg` combines the two terms in w²/q. Then `rows` puts these together for each row, and `hr2` identifies the sum of the w² as r²‖s‖².

```lean
/-- For a nonzero step `s`, let `r` be the factor by which the Jacobian error stretches `s`. The
Broyden update with `y = A s` lowers the squared Frobenius error by exactly `r ^ 2`. -/
theorem frob_update (A B : Matrix n n ℝ) {s : n → ℝ} (hs : s ≠ 0) {r : ℝ}
    (hr : r * len s = len ((B - A) *ᵥ s)) :
    frob (broydenUpdate B s (A *ᵥ s) - A) ^ 2 + r ^ 2 = frob (B - A) ^ 2 := by
  have hq : s ⬝ᵥ s ≠ 0 := (dot_pos hs).ne'
  have frob_sq : ∀ M : Matrix n n ℝ, frob M ^ 2 = ∑ i, ∑ j, M i j ^ 2 := fun M =>
    Real.sq_sqrt (Finset.sum_nonneg fun i _ => Finset.sum_nonneg fun j _ => sq_nonneg _)
  -- the update removes from each row of the error its component along `s`
  have entry : ∀ i j, (broydenUpdate B s (A *ᵥ s) - A) i j
      = (B - A) i j - ((B - A) *ᵥ s) i / (s ⬝ᵥ s) * s j := by
    intro i j
    rw [Matrix.sub_mulVec]
    simp only [broydenUpdate, Matrix.sub_apply, Matrix.add_apply, Matrix.smul_apply,
      Matrix.vecMulVec_apply, Pi.sub_apply, smul_eq_mul]
    ring
  have row : ∀ (e : n → ℝ) (c : ℝ), ∑ j, (e j - c * s j) ^ 2
      = ∑ j, e j ^ 2 - 2 * c * (e ⬝ᵥ s) + c ^ 2 * (s ⬝ᵥ s) := by
    intro e c
    simp only [dotProduct, Finset.mul_sum, ← Finset.sum_sub_distrib,
      ← Finset.sum_add_distrib]
    exact Finset.sum_congr rfl fun j _ => by ring
  have alg : ∀ S w q : ℝ, q ≠ 0 →
      S - 2 * (w / q) * w + (w / q) ^ 2 * q = S - w ^ 2 / q := by
    intro S w q h0
    have h1 : (w / q) ^ 2 * q = w ^ 2 / q := by field_simp
    rw [h1]
    ring
  have rows : ∀ i, ∑ j, (broydenUpdate B s (A *ᵥ s) - A) i j ^ 2
      = ∑ j, (B - A) i j ^ 2 - ((B - A) *ᵥ s) i ^ 2 / (s ⬝ᵥ s) := by
    intro i
    rw [Finset.sum_congr rfl fun j _ => congrArg (· ^ 2) (entry i j)]
    exact (row ((B - A) i) _).trans (alg _ (((B - A) *ᵥ s) i) _ hq)
  have hr2 : ∑ i, ((B - A) *ᵥ s) i ^ 2 = r ^ 2 * (s ⬝ᵥ s) := by
    rw [← len_sq s, ← mul_pow, hr, len_sq]
    exact Finset.sum_congr rfl fun i _ => sq _
  rw [frob_sq, frob_sq, Finset.sum_congr rfl fun i _ => rows i, Finset.sum_sub_distrib,
    ← Finset.sum_div, hr2, mul_div_cancel_right₀ _ hq]
  ring
```

## Summing the budget and bounding the product

The budget follows by induction on the number of completed steps. The fact `hy` is y_k = A s_k, and `hrj` converts the residual ratio into the stretching ratio required by `frob_update`.

```lean
/-- Error budget: in a Broyden run, the squared ratios `r k` of new residual to step add up
to the total loss of squared Frobenius error in the Jacobian. -/
theorem error_budget {A : Matrix n n ℝ} {b : n → ℝ} {m : ℕ} {x s : ℕ → n → ℝ}
    {B : ℕ → Matrix n n ℝ} (h : IsBroydenRun A b m x s B) {r : ℕ → ℝ}
    (hr : ∀ k < m, r k * len (s k) = len (residual A b (x (k + 1)))) :
    ∑ k ∈ range m, r k ^ 2 + frob (B m - A) ^ 2 = frob (B 0 - A) ^ 2 := by
  have key : ∀ j, j ≤ m →
      ∑ k ∈ range j, r k ^ 2 + frob (B j - A) ^ 2 = frob (B 0 - A) ^ 2 := by
    intro j
    induction j with
    | zero => intro _; simp
    | succ j ih =>
      intro hj
      have hjm : j < m := hj
      have hy : residual A b (x (j + 1)) - residual A b (x j) = A *ᵥ s j := by
        rw [h.move j hjm]
        simp only [residual, Matrix.mulVec_add]
        abel
      have hrj : r j * len (s j) = len ((B j - A) *ᵥ s j) := by
        rw [hr j hjm, residual_next h hjm]
        simp only [len, neg_dotProduct, dotProduct_neg, neg_neg]
      have hu := frob_update A (B j) (h.step_ne j hjm) hrj
      rw [Finset.sum_range_succ, h.update j hjm, hy]
      linarith [ih hjm.le]
  exact key m le_rfl
```

The inequality between geometric and quadratic means is stated for a positive constant `c`. Here `hb` is the exponential bound on one factor, and `hsum` shows that the total exponent is at most zero.

```lean
/-- Nonnegative numbers whose mean square is at most `c ^ 2`, with `c > 0`, have a product
of at most `c ^ m`. -/
theorem prod_le_pow {m : ℕ} {r : ℕ → ℝ} {c : ℝ} (hc : 0 < c)
    (hr : ∀ k < m, 0 ≤ r k) (h : ∑ k ∈ range m, r k ^ 2 ≤ m * c ^ 2) :
    ∏ k ∈ range m, r k ≤ c ^ m := by
  -- each factor obeys `t ≤ (1 + t²) / 2 ≤ exp ((t² - 1) / 2)` with `t = r k / c`
  have hb : ∀ k, r k ≤ c * Real.exp ((r k ^ 2 / c ^ 2 - 1) / 2) := by
    intro k
    have h1 := Real.add_one_le_exp ((r k ^ 2 / c ^ 2 - 1) / 2)
    have h2 : r k / c ≤ Real.exp ((r k ^ 2 / c ^ 2 - 1) / 2) := by
      rw [← div_pow] at h1 ⊢
      nlinarith [sq_nonneg (r k / c - 1)]
    rw [div_le_iff₀ hc] at h2
    linarith
  have hsum : ∑ k ∈ range m, (r k ^ 2 / c ^ 2 - 1) / 2 ≤ 0 := by
    rw [← Finset.sum_div, Finset.sum_sub_distrib, ← Finset.sum_div]
    have h3 : (∑ k ∈ range m, r k ^ 2) / c ^ 2 ≤ m := by
      rwa [div_le_iff₀ (pow_pos hc 2)]
    simp only [Finset.sum_const, Finset.card_range, nsmul_eq_mul, mul_one]
    linarith
  calc ∏ k ∈ range m, r k
      ≤ ∏ k ∈ range m, c * Real.exp ((r k ^ 2 / c ^ 2 - 1) / 2) :=
        Finset.prod_le_prod (fun k hk => hr k (Finset.mem_range.mp hk)) fun k _ => hb k
    _ = c ^ m * Real.exp (∑ k ∈ range m, (r k ^ 2 / c ^ 2 - 1) / 2) := by
        rw [Finset.prod_mul_distrib, Finset.prod_const, Finset.card_range, Real.exp_sum]
    _ ≤ c ^ m * 1 :=
        mul_le_mul_of_nonneg_left (Real.exp_le_one_iff.mpr hsum) (pow_pos hc m).le
    _ = c ^ m := mul_one _
```

The main theorem first derives r_k ≥ 0 from the defining equation, then separates the two cases of the hand derivation. With an exact initial Jacobian, the budget forces `r 0 = 0`; otherwise `prod_le_pow` applies with c = ‖E_0‖_F/√m.

```lean
/-- Average speed of Broyden's first method: over `m ≥ 1` nonzero full steps on a linear
problem, the ratios `r k` of new residual to step have a product of at most
`(‖B₀ - A‖_F / √m) ^ m`. -/
theorem average_speed {A : Matrix n n ℝ} {b : n → ℝ} {m : ℕ} {x s : ℕ → n → ℝ}
    {B : ℕ → Matrix n n ℝ} (h : IsBroydenRun A b m x s B) (hm : 0 < m) {r : ℕ → ℝ}
    (hr : ∀ k < m, r k * len (s k) = len (residual A b (x (k + 1)))) :
    ∏ k ∈ range m, r k ≤ (frob (B 0 - A) / √m) ^ m := by
  have hbudget := error_budget h hr
  have hm' : (0 : ℝ) < m := Nat.cast_pos.mpr hm
  have hr0 : ∀ k < m, 0 ≤ r k := by
    intro k hk
    have hs : 0 < len (s k) := Real.sqrt_pos.mpr (dot_pos (h.step_ne k hk))
    have hp : 0 ≤ r k * len (s k) := by
      rw [hr k hk]
      exact Real.sqrt_nonneg _
    exact nonneg_of_mul_nonneg_left hp hs
  have hF : 0 ≤ frob (B 0 - A) := Real.sqrt_nonneg _
  rcases hF.eq_or_lt with h0 | hpos
  · -- an exact initial Jacobian leaves no budget, so the first ratio vanishes
    have h1 : r 0 ^ 2 ≤ ∑ k ∈ range m, r k ^ 2 :=
      Finset.single_le_sum (f := fun k => r k ^ 2) (fun k _ => sq_nonneg (r k))
        (Finset.mem_range.mpr hm)
    rw [← h0] at hbudget
    have h2 : r 0 = 0 := by
      apply pow_eq_zero_iff (two_ne_zero) |>.mp
      nlinarith [sq_nonneg (r 0), sq_nonneg (frob (B m - A))]
    rw [Finset.prod_eq_zero (Finset.mem_range.mpr hm) h2]
    positivity
  · apply prod_le_pow (div_pos hpos (Real.sqrt_pos.mpr hm')) hr0
    rw [div_pow, Real.sq_sqrt hm'.le, mul_div_cancel₀ _ hm'.ne']
    linarith [sq_nonneg (frob (B m - A))]
```

For the residual bound, β is a hypothesis, not a quantity computed from the run. Its nonnegativity follows from the first step being nonzero. The induction `key` chains the one-step inequalities, and `average_speed` bounds the remaining product.

```lean
/-- If every step of the run is at most `β` times as long as the residual it starts from, then after
`m ≥ 1` steps the length of the residual is at most `(β ‖B₀ - A‖_F / √m) ^ m` times its initial
value. -/
theorem residual_reduction {A : Matrix n n ℝ} {b : n → ℝ} {m : ℕ} {x s : ℕ → n → ℝ}
    {B : ℕ → Matrix n n ℝ} (h : IsBroydenRun A b m x s B) (hm : 0 < m) {β : ℝ}
    (hβ : ∀ k < m, len (s k) ≤ β * len (residual A b (x k))) :
    len (residual A b (x m)) ≤
      (β * frob (B 0 - A) / √m) ^ m * len (residual A b (x 0)) := by
  have hl : ∀ v : n → ℝ, 0 ≤ len v := fun v => Real.sqrt_nonneg _
  have hs : ∀ k < m, 0 < len (s k) := fun k hk =>
    Real.sqrt_pos.mpr (dot_pos (h.step_ne k hk))
  have hβ0 : 0 ≤ β :=
    (pos_of_mul_pos_left ((hs 0 hm).trans_le (hβ 0 hm)) (hl _)).le
  let r : ℕ → ℝ := fun k => len (residual A b (x (k + 1))) / len (s k)
  have hr : ∀ k < m, r k * len (s k) = len (residual A b (x (k + 1))) := fun k hk =>
    div_mul_cancel₀ _ (hs k hk).ne'
  have hr0 : ∀ k, 0 ≤ r k := fun k => div_nonneg (hl _) (hl _)
  -- chain the single-step bounds
  have key : ∀ j, j ≤ m → len (residual A b (x j)) ≤
      (∏ k ∈ range j, r k) * β ^ j * len (residual A b (x 0)) := by
    intro j
    induction j with
    | zero => intro _; simp
    | succ j ih =>
      intro hj
      have hjm : j < m := hj
      calc len (residual A b (x (j + 1))) = r j * len (s j) := (hr j hjm).symm
        _ ≤ r j * (β * len (residual A b (x j))) :=
            mul_le_mul_of_nonneg_left (hβ j hjm) (hr0 j)
        _ ≤ r j * (β * ((∏ k ∈ range j, r k) * β ^ j * len (residual A b (x 0)))) :=
            mul_le_mul_of_nonneg_left (mul_le_mul_of_nonneg_left (ih hjm.le) hβ0) (hr0 j)
        _ = _ := by rw [Finset.prod_range_succ]; ring
  refine (key m le_rfl).trans (mul_le_mul_of_nonneg_right ?_ (hl _))
  rw [mul_div_assoc, mul_pow, mul_comm (β ^ m)]
  exact mul_le_mul_of_nonneg_right (average_speed h hm hr) (pow_nonneg hβ0 m)
```

## A two-step run that attains equality

Take A = [[−1, 1], [2, −1]], with determinant −1, and b = (0, 2). Starting from the origin, the run takes one unit step along each axis.

```lean
/-- Iterates of a two-step run in the plane. -/
def exX : ℕ → Fin 2 → ℝ
  | 0 => ![0, 0]
  | 1 => ![1, 0]
  | _ => ![1, 1]

/-- Steps of the two-step run in the plane. -/
def exS : ℕ → Fin 2 → ℝ
  | 0 => ![1, 0]
  | _ => ![0, 1]

/-- Jacobian models of the two-step run in the plane. -/
def exB : ℕ → Matrix (Fin 2) (Fin 2) ℝ
  | 0 => !![0, 1; 2, 0]
  | 1 => !![-1, 1; 2, 0]
  | _ => !![-1, 1; 2, -1]
```

The next theorem checks the four conditions entry by entry, which also shows that `IsBroydenRun` can be satisfied.

```lean
/-- The listed sequences form a two-step Broyden run for `A = [[-1, 1], [2, -1]]` and
`b = (0, 2)`. -/
theorem isBroydenRun_witness :
    IsBroydenRun !![-1, 1; 2, -1] ![0, 2] 2 exX exS exB := by
  have mulVec_two : ∀ (M : Matrix (Fin 2) (Fin 2) ℝ) (v : Fin 2 → ℝ) (i : Fin 2),
      (M *ᵥ v) i = M i 0 * v 0 + M i 1 * v 1 := by
    intro M v i
    simp only [Matrix.mulVec, dotProduct, Fin.sum_univ_two]
  constructor
  · intro k hk h0
    interval_cases k
    · simpa [exS] using congrFun h0 0
    · simpa [exS] using congrFun h0 1
  · intro k hk
    interval_cases k <;> ext i <;>
      simp only [residual, Pi.neg_apply, Pi.sub_apply, mulVec_two] <;>
      fin_cases i <;> norm_num [exB, exS, exX]
  · intro k hk
    interval_cases k <;> ext i <;> fin_cases i <;> norm_num [exS, exX]
  · intro k hk
    interval_cases k <;> ext i j <;>
      simp only [broydenUpdate, residual, Matrix.add_apply, Matrix.smul_apply,
        Matrix.vecMulVec_apply, Pi.sub_apply, smul_eq_mul, mulVec_two, dotProduct,
        Fin.sum_univ_two] <;>
      fin_cases i <;> fin_cases j <;> norm_num [exB, exS, exX]
```

The initial error E_0 is the identity matrix, so ‖E_0‖_F = √2. The residuals after the two steps are (−1, 0) and (0, −1), both of length 1, as are the steps. Both sides of the bound equal 1, so for m = 2 the constant cannot be lowered uniformly over all runs.

```lean
/-- The average-speed bound is sharp for `m = 2`: the two-step run in the plane attains equality. -/
theorem average_speed_sharp :
    ∏ k ∈ range 2, len (residual !![-1, 1; 2, -1] ![0, 2] (exX (k + 1))) / len (exS k)
      = (frob (exB 0 - !![-1, 1; 2, -1]) / √2) ^ 2 := by
  have h1 : len (residual !![-1, 1; 2, -1] ![0, 2] (exX 1)) = 1 := by
    norm_num [len, residual, exX, Matrix.mulVec, dotProduct, Fin.sum_univ_two]
  have h2 : len (residual !![-1, 1; 2, -1] ![0, 2] (exX 2)) = 1 := by
    norm_num [len, residual, exX, Matrix.mulVec, dotProduct, Fin.sum_univ_two]
  have h3 : len (exS 0) = 1 := by norm_num [len, exS, dotProduct, Fin.sum_univ_two]
  have h4 : len (exS 1) = 1 := by norm_num [len, exS, dotProduct, Fin.sum_univ_two]
  have h5 : frob (exB 0 - !![-1, 1; 2, -1]) = √2 := by
    norm_num [frob, exB, Fin.sum_univ_two]
  have h6 : √(2 : ℝ) ≠ 0 := by positivity
  rw [Finset.prod_range_succ, Finset.prod_range_one, h5, div_self h6]
  norm_num [h1, h2, h3, h4]

end

end BroydenAverageSpeed
```

```lean
#print axioms BroydenAverageSpeed.average_speed
#print axioms BroydenAverageSpeed.residual_reduction
#print axioms BroydenAverageSpeed.average_speed_sharp
```

```
'BroydenAverageSpeed.average_speed' depends on axioms: [propext, Classical.choice, Quot.sound]
'BroydenAverageSpeed.residual_reduction' depends on axioms: [propext, Classical.choice, Quot.sound]
'BroydenAverageSpeed.average_speed_sharp' depends on axioms: [propext, Classical.choice, Quot.sound]
```
